# The N × N real-time Krylov overlap of a sum of m nonzero eigenvectors of the unitary time step with distinct phase factors is Toeplitz, and positive definite exactly when N ≤ m

## How many time steps give new states?

A quantum computer prepares a reference state v and evolves it for 0, 1, 2, …, N−1 time steps. The resulting states can serve as a basis in which a Hamiltonian is diagonalised. They are generally not orthogonal, so the eigenvalue problem contains their overlap matrix S. If the states are linearly dependent, S is singular and the problem is no longer well posed in that basis.

Let U be the unitary for one time step. The overlaps are

S_jk = ⟨U^j v, U^k v⟩, j, k = 0, …, N−1.

Suppose that v is a sum of exactly m nonzero stationary components with pairwise different phase factors per step. Then the first m states are independent, and the next one is a combination of them. For such a finite sum, in exact arithmetic and without noise, m is therefore the largest number of these evolved states that can serve together as a basis.

## The reference state and the claim

Let φ_0, …, φ_{m−1} be nonzero vectors with

U φ_i = z_i φ_i,

where the z_i are pairwise distinct, and let v = Σ_i φ_i. If U is evolution for a time τ under a Hamiltonian and φ_i has energy E_i, then z_i is the phase factor with angle −E_i τ/ħ. The amplitude of each component is contained in φ_i, so the φ_i need not be normalised. For m ≥ 1, normalising v divides S by Σ_i ‖φ_i‖², which changes neither of the following claims:

1. S_jk depends only on k − j, so S is a Toeplitz matrix.
2. S is positive definite if and only if N ≤ m.

In Lean, `E` is a complex inner product space of any dimension, and `U : E ≃ₗᵢ[ℂ] E` is a linear, norm-preserving bijection, which is a unitary. The state U^k v is `krylovState U v k`, and S is `overlap U v N`. Its indices have type `Fin N` and start at zero, as above. The inner product is conjugate-linear in its first argument.

The structure `IsModeFamily U φ z` contains the three assumptions on the components: the eigenvalue equation, `ne_zero` and `distinct`. Physically, it says that the reference state has weight on exactly m different phase factors. A continuous spectral distribution is not covered.

The main theorem, `overlap_toeplitz_and_posDef_iff`, states both claims for every N, including N = 0. `PosDef` means that S is Hermitian and that its quadratic form c†Sc is strictly positive for every nonzero coefficient vector c. The companion `overlap_det_eq_zero_iff` says that det S = 0 exactly when m < N. Neither theorem bounds the smallest eigenvalue of S, so a positive definite overlap may still be badly conditioned.

The Toeplitz claim needs care with subtraction. Natural-number subtraction in Lean stops at zero, so `k - j` would be 0 for every k ≤ j, and the claim would equate S_00 with S_10. That is false for a state that one step turns into an orthogonal one. The theorem therefore compares the differences as integers.

## Time shifts and orthogonal components

Since U preserves inner products, l further steps on both sides change nothing:

⟨U^(j+l) v, U^(k+l) v⟩ = ⟨U^j v, U^k v⟩.

Let k − j = k′ − j′, so that k + j′ = k′ + j. Shift the first overlap by j′ and the second by j:

S_jk = ⟨U^(j+j′) v, U^(k+j′) v⟩ = ⟨U^(j′+j) v, U^(k′+j) v⟩ = S_j′k′.

For the components, unitarity gives

⟨φ_i, φ_j⟩ = ⟨Uφ_i, Uφ_j⟩ = z̄_i z_j ⟨φ_i, φ_j⟩.

With i = j and φ_i ≠ 0, this yields z̄_i z_i = 1. If i ≠ j and the overlap were nonzero, then z̄_i z_j = 1 as well. Multiplication by z_i would give z_j = z_i, against the assumption. Hence different components are orthogonal.

## The overlap as a sum over squared polynomial values

Each step multiplies φ_i by z_i, so

U^k v = Σ_i z_i^k φ_i.

For coefficients c_0, …, c_{N−1}, set p(x) = Σ_k c_k x^k. Exchanging the sums gives

Σ_k c_k U^k v = Σ_i p(z_i) φ_i.

The quadratic form of S is the squared norm of this vector, and orthogonality removes the cross terms:

c†Sc = ‖Σ_k c_k U^k v‖² = Σ_i |p(z_i)|² ‖φ_i‖².

**N ≤ m.** If c†Sc = 0, every term vanishes, and ‖φ_i‖ ≠ 0 forces p(z_i) = 0 for all i. The first N of these equations read Vc = 0, with V_ak = z_a^k. The Vandermonde determinant is

det V = Π_{a<b} (z_b − z_a) ≠ 0,

so c = 0. For nonzero c the form is therefore strictly positive. S is also Hermitian, because exchanging the two states conjugates their inner product.

**N > m.** Take the polynomial

q(x) = Π_i (x − z_i) = Σ_{k=0}^{m} q_k x^k, q_m = 1.

Since q(z_i) = 0 for every i,

Σ_{k=0}^{m} q_k U^k v = Σ_i q(z_i) φ_i = 0.

Set q_k = 0 for m < k < N. The resulting vector q is nonzero because q_m = 1, and

(Sq)_j = ⟨U^j v, Σ_k q_k U^k v⟩ = 0.

Thus det S = 0. A positive definite matrix has positive determinant, so S is not positive definite.

## Two phases, and two energies with one phase

Let U exchange the two amplitudes of a two-level system. Its normalised eigenvectors are (1, 1)/√2 and (1, −1)/√2, with eigenvalues 1 and −1. Their sum, once normalised, is (1, 0). The evolved states alternate between (1, 0) and (0, 1). Two of them give S = 1, the identity matrix, while the third repeats the first. The polynomial x² − 1 expresses this as U²v − v = 0.

Without distinct eigenvalues the criterion fails. Let U be the identity on ℂ², with φ_0 = (1, 0) and φ_1 = (0, 1), so that z_0 = z_1 = 1. For the normalised state (1, 1)/√2 and N = m = 2, all four entries of S are 1, and S is singular. This can happen even when the energies differ: levels separated by 2πħ/τ acquire the same phase factor in one step.

## The complete Lean file

```lean
import Mathlib

open Matrix Polynomial
open scoped ComplexOrder InnerProductSpace

namespace RealTimeKrylov

noncomputable section

variable {E : Type*} [NormedAddCommGroup E] [InnerProductSpace ℂ E]

/-- The state obtained from `v` after `k` applications of the time step `U`. -/
def krylovState (U : E ≃ₗᵢ[ℂ] E) (v : E) (k : ℕ) : E := (⇑U)^[k] v

/-- The overlap matrix of the first `N` real-time Krylov states. -/
def overlap (U : E ≃ₗᵢ[ℂ] E) (v : E) (N : ℕ) : Matrix (Fin N) (Fin N) ℂ :=
  Matrix.of fun j k => inner ℂ (krylovState U v j) (krylovState U v k)

/-- Nonzero eigenvectors `φ i` of the time step `U` with distinct eigenvalues `z i`. -/
structure IsModeFamily {m : ℕ} (U : E ≃ₗᵢ[ℂ] E) (φ : Fin m → E) (z : Fin m → ℂ) : Prop where
  eigen : ∀ i, U (φ i) = z i • φ i
  ne_zero : ∀ i, φ i ≠ 0
  distinct : Function.Injective z

/-- The product of the linear factors `X - z i`. -/
def modePolynomial {m : ℕ} (z : Fin m → ℂ) : ℂ[X] := ∏ i, (X - C (z i))

variable {m N : ℕ} {U : E ≃ₗᵢ[ℂ] E} {φ : Fin m → E} {z : Fin m → ℂ}

lemma krylovState_succ (U : E ≃ₗᵢ[ℂ] E) (v : E) (k : ℕ) :
    krylovState U v (k + 1) = U (krylovState U v k) :=
  Function.iterate_succ_apply' _ _ _

/-- Evolving both Krylov states by the same number of steps leaves their overlap unchanged. -/
theorem inner_shift (U : E ≃ₗᵢ[ℂ] E) (v : E) (j k l : ℕ) :
    inner ℂ (krylovState U v (j + l)) (krylovState U v (k + l)) =
      inner ℂ (krylovState U v j) (krylovState U v k) := by
  induction l with
  | zero => rfl
  | succ l ih =>
    change inner ℂ (krylovState U v (j + l + 1)) (krylovState U v (k + l + 1)) = _
    rw [krylovState_succ U v (j + l), krylovState_succ U v (k + l), U.inner_map_map, ih]

/-- Eigenvectors of a unitary time step with distinct eigenvalues are orthogonal. -/
theorem modes_orthogonal (h : IsModeFamily U φ z) {i j : Fin m} (hij : i ≠ j) :
    inner ℂ (φ i) (φ j) = 0 := by
  have key : ∀ a b, inner ℂ (φ a) (φ b) =
      starRingEnd ℂ (z a) * z b * inner ℂ (φ a) (φ b) := by
    intro a b
    have := U.inner_map_map (φ a) (φ b)
    rw [h.eigen, h.eigen, inner_smul_left, inner_smul_right] at this
    linear_combination -this
  have hself : inner ℂ (φ i) (φ i) ≠ 0 := inner_self_ne_zero.mpr (h.ne_zero i)
  -- the eigenvalue is a pure phase
  have hi : starRingEnd ℂ (z i) * z i = 1 :=
    mul_right_cancel₀ hself (by linear_combination -(key i i))
  by_contra hne
  have hj : starRingEnd ℂ (z i) * z j = 1 :=
    mul_right_cancel₀ hne (by linear_combination -(key i j))
  exact hij (h.distinct (by linear_combination (-z i) * hj + z j * hi))

/-- After `k` steps each eigenvector in the reference state has acquired the factor `z i ^ k`. -/
theorem krylovState_eq_sum (h : IsModeFamily U φ z) (k : ℕ) :
    krylovState U (∑ i, φ i) k = ∑ i, z i ^ k • φ i := by
  induction k with
  | zero => simp [krylovState]
  | succ k ih =>
    rw [krylovState_succ, ih, map_sum]
    refine Finset.sum_congr rfl fun i _ => ?_
    rw [map_smul, h.eigen, smul_smul, pow_succ]

lemma combination_eq (h : IsModeFamily U φ z) (c : Fin N → ℂ) :
    ∑ k, c k • krylovState U (∑ i, φ i) k = ∑ i, (∑ k, c k * z i ^ (k : ℕ)) • φ i := by
  simp_rw [krylovState_eq_sum h, Finset.smul_sum, smul_smul, Finset.sum_smul]
  exact Finset.sum_comm

lemma overlap_mulVec (v : E) (c : Fin N → ℂ) (j : Fin N) :
    (overlap U v N *ᵥ c) j = inner ℂ (krylovState U v j) (∑ k, c k • krylovState U v k) := by
  simp only [Matrix.mulVec, dotProduct, overlap, Matrix.of_apply, inner_sum, inner_smul_right]
  exact Finset.sum_congr rfl fun k _ => mul_comm _ _

/-- For a sum of eigenvectors with distinct eigenvalues, the quadratic form of the overlap matrix is
the sum over these eigenvectors of their squared norm times the squared modulus of the polynomial
with coefficients `c` at the eigenvalue. -/
theorem overlap_quadratic (h : IsModeFamily U φ z) (c : Fin N → ℂ) :
    star c ⬝ᵥ (overlap U (∑ i, φ i) N *ᵥ c) =
      ((∑ i, ‖∑ k, c k * z i ^ (k : ℕ)‖ ^ 2 * ‖φ i‖ ^ 2 : ℝ) : ℂ) := by
  have hB : ∀ ψ : E, ∑ j, star (c j) * inner ℂ (krylovState U (∑ i, φ i) j) ψ =
      inner ℂ (∑ j, c j • krylovState U (∑ i, φ i) j) ψ := by
    intro ψ
    simp only [sum_inner, inner_smul_left, starRingEnd_apply]
  simp only [dotProduct, overlap_mulVec, Pi.star_apply]
  rw [hB, combination_eq h c, sum_inner]
  simp only [Complex.ofReal_sum, Complex.ofReal_mul, Complex.ofReal_pow]
  refine Finset.sum_congr rfl fun i _ => ?_
  -- orthogonality leaves only the diagonal term
  rw [inner_sum, Finset.sum_eq_single i]
  · have e : inner ℂ (φ i) (φ i) = (‖φ i‖ : ℂ) ^ 2 := inner_self_eq_norm_sq_to_K _
    rw [inner_smul_left, inner_smul_right, e, ← mul_assoc, Complex.conj_mul']
  · intro b _ hb
    rw [inner_smul_left, inner_smul_right, modes_orthogonal h hb.symm, mul_zero, mul_zero]
  · simp

lemma modePolynomial_monic (z : Fin m → ℂ) : (modePolynomial z).Monic :=
  monic_prod_of_monic _ _ fun i _ => monic_X_sub_C (z i)

lemma modePolynomial_natDegree (z : Fin m → ℂ) : (modePolynomial z).natDegree = m := by
  rw [modePolynomial, natDegree_prod_of_monic _ _ fun i _ => monic_X_sub_C (z i)]
  simp

/-- With more than `m` Krylov states, the coefficients of the polynomial with roots `z i`
give a vanishing linear combination of them. -/
theorem krylov_recurrence (h : IsModeFamily U φ z) (hN : m < N) :
    ∑ k : Fin N, (modePolynomial z).coeff k • krylovState U (∑ i, φ i) k = 0 := by
  refine (combination_eq h fun k : Fin N => (modePolynomial z).coeff k).trans ?_
  refine Finset.sum_eq_zero fun i _ => ?_
  have hz : ∑ k : Fin N, (modePolynomial z).coeff k * z i ^ (k : ℕ) = 0 := by
    rw [Fin.sum_univ_eq_sum_range (fun k => (modePolynomial z).coeff k * z i ^ k) N,
      ← eval_eq_sum_range' (by rw [modePolynomial_natDegree]; exact hN), modePolynomial,
      eval_prod]
    exact Finset.prod_eq_zero (Finset.mem_univ i) (by simp)
  rw [hz, zero_smul]

lemma overlap_det_eq_zero (h : IsModeFamily U φ z) (hN : m < N) :
    (overlap U (∑ i, φ i) N).det = 0 := by
  refine Matrix.exists_mulVec_eq_zero_iff.mp
    ⟨fun k : Fin N => (modePolynomial z).coeff k, fun h0 => ?_, ?_⟩
  · have h1 : (modePolynomial z).coeff m = 0 := congrFun h0 ⟨m, hN⟩
    have h2 := (modePolynomial_monic z).coeff_natDegree
    rw [modePolynomial_natDegree, h1] at h2
    exact zero_ne_one h2
  · funext j
    rw [overlap_mulVec, krylov_recurrence h hN, inner_zero_right, Pi.zero_apply]

/-- For a sum of `m` eigenvectors with distinct eigenvalues, the real-time Krylov overlap depends
only on the time difference, and it is positive definite exactly when `N ≤ m`. -/
theorem overlap_toeplitz_and_posDef_iff (h : IsModeFamily U φ z) (N : ℕ) :
    (∀ j k j' k' : Fin N, ((k : ℕ) : ℤ) - (j : ℕ) = ((k' : ℕ) : ℤ) - (j' : ℕ) →
      overlap U (∑ i, φ i) N j k = overlap U (∑ i, φ i) N j' k') ∧
    ((overlap U (∑ i, φ i) N).PosDef ↔ N ≤ m) := by
  refine ⟨fun j k j' k' hd => ?_, fun hp => ?_, fun hN => ?_⟩
  · simp only [overlap, Matrix.of_apply]
    rw [← inner_shift U _ j k j', ← inner_shift U _ j' k' j,
      show (k : ℕ) + j' = k' + j by omega, add_comm (j : ℕ) j']
  · by_contra hlt
    exact hp.det_pos.ne' (overlap_det_eq_zero h (not_le.mp hlt))
  · rw [Matrix.posDef_iff_dotProduct_mulVec]
    refine ⟨Matrix.IsHermitian.ext fun j k => inner_conj_symm _ _, fun c hc => ?_⟩
    rw [overlap_quadratic h]
    -- a nonzero polynomial of degree below N cannot vanish at N distinct eigenvalues
    obtain ⟨i, hi⟩ : ∃ i, ∑ k, c k * z i ^ (k : ℕ) ≠ 0 := by
      by_contra! hall
      have hinj : Function.Injective (fun a : Fin N => z (Fin.castLE hN a)) :=
        h.distinct.comp (Fin.castLE_injective hN)
      refine hc (Matrix.eq_zero_of_mulVec_eq_zero
        (Matrix.det_vandermonde_ne_zero_iff.mpr hinj) ?_)
      funext a
      simp only [Matrix.mulVec, dotProduct, Matrix.vandermonde_apply, Pi.zero_apply]
      rw [← hall (Fin.castLE hN a)]
      exact Finset.sum_congr rfl fun k _ => mul_comm _ _
    refine Complex.zero_lt_real.mpr (Finset.sum_pos' (fun i _ => by positivity)
      ⟨i, Finset.mem_univ i, ?_⟩)
    exact mul_pos (pow_pos (norm_pos_iff.mpr hi) 2) (pow_pos (norm_pos_iff.mpr (h.ne_zero i)) 2)

/-- For a sum of eigenvectors with distinct eigenvalues, the determinant of the overlap matrix
vanishes exactly when there are more Krylov states than eigenvectors in the reference state. -/
theorem overlap_det_eq_zero_iff (h : IsModeFamily U φ z) (N : ℕ) :
    (overlap U (∑ i, φ i) N).det = 0 ↔ m < N := by
  refine ⟨fun h0 => ?_, overlap_det_eq_zero h⟩
  by_contra hlt
  exact ((overlap_toeplitz_and_posDef_iff h N).2.mpr (not_lt.mp hlt)).det_pos.ne' h0

/-- The unitary that exchanges the two amplitudes of a two-level system. -/
def exchange : EuclideanSpace ℂ (Fin 2) ≃ₗᵢ[ℂ] EuclideanSpace ℂ (Fin 2) :=
  LinearIsometryEquiv.piLpCongrLeft 2 ℂ ℂ (Equiv.swap 0 1)

/-- The symmetric and antisymmetric vectors are eigenvectors of the exchange unitary with
the distinct eigenvalues `1` and `-1`. -/
theorem isModeFamily_witness :
    IsModeFamily exchange ![!₂[(1 : ℂ), 1], !₂[(1 : ℂ), -1]] ![1, -1] := by
  have hx : ∀ (x : EuclideanSpace ℂ (Fin 2)) (j : Fin 2),
      (exchange x).ofLp j = x.ofLp (Equiv.swap 0 1 j) := fun _ _ => rfl
  refine ⟨fun i => ?_, fun i h0 => ?_, fun i j hij => ?_⟩
  · ext j
    rw [hx]
    fin_cases i <;> fin_cases j <;> simp
  · have h1 := congrArg (fun x : EuclideanSpace ℂ (Fin 2) => x.ofLp 0) h0
    fin_cases i <;> simp at h1
  · have h2 : (1 : ℂ) ≠ -1 := by norm_num
    fin_cases i <;> fin_cases j
    · rfl
    · exact absurd hij h2
    · exact absurd hij.symm h2
    · rfl

end

end RealTimeKrylov
```

```lean
#print axioms RealTimeKrylov.overlap_toeplitz_and_posDef_iff
#print axioms RealTimeKrylov.overlap_det_eq_zero_iff
```

```
'RealTimeKrylov.overlap_toeplitz_and_posDef_iff' depends on axioms: [propext, Classical.choice, Quot.sound]
'RealTimeKrylov.overlap_det_eq_zero_iff' depends on axioms: [propext, Classical.choice, Quot.sound]
```

## From unitarity to the quadratic form

`inner_shift` proves the time-shift identity by induction on l. Each induction step removes one U from both sides with `U.inner_map_map`.

`modes_orthogonal` first establishes the relation `key` for any two components. Cancelling a nonzero inner product gives `hi`, the statement z̄_i z_i = 1, and, under the contrary assumption, `hj`, the statement z̄_i z_j = 1. The last `linear_combination` derives z_i = z_j from these two equations.

`krylovState_eq_sum` is the expansion of U^k v, again by induction, using `krylovState_succ` for one more step. `combination_eq` exchanges the sums over time steps and components. `overlap_mulVec` writes an entry of Sc as the inner product of one Krylov state with the whole linear combination.

`overlap_quadratic` joins these results. Its local statement `hB` moves the conjugated coefficients into the first argument of the inner product. `Finset.sum_eq_single i` then keeps the diagonal term, and `modes_orthogonal` removes the others. The right-hand side is a real number regarded as a complex one, which is what the positivity argument needs.

## The null vector and the Vandermonde step

The polynomial q is `modePolynomial z`. Two short lemmas show that it is monic and has degree m. `krylov_recurrence` evaluates it at each z_i, where one factor vanishes, and so obtains the linear relation among the Krylov states. Coefficients above degree m are automatically zero, which supplies the padding to length N.

`overlap_det_eq_zero` passes this coefficient vector to `Matrix.exists_mulVec_eq_zero_iff`, which equates the existence of a nonzero null vector with a vanishing determinant. The vector is nonzero because its entry at position m is 1.

The main theorem has three parts. The Toeplitz part applies `inner_shift` twice, with `omega` checking k + j′ = k′ + j. The implication from positive definiteness to N ≤ m contradicts `det_pos` with the vanishing determinant. For the converse, `Fin.castLE hN` selects the first N eigenvalues, and `Matrix.det_vandermonde_ne_zero_iff` shows that a nonzero c cannot make p vanish at all of them. One component then contributes a strictly positive term, and the others are nonnegative.

`overlap_det_eq_zero_iff` combines the null-vector result with the positive determinant for N ≤ m. Finally, `isModeFamily_witness` verifies the exchange example with the unnormalised vectors (1, 1) and (1, −1), checking the eigenvalue equations entry by entry.
